# Talman saddle-point bounds for a finite block Hamiltonian

States are pairs $v=(x,y)$ of upper and lower components, `x : m → ℂ` and `y : n → ℂ`, written `Sum.elim x y` in Lean. The basis is finite and orthonormal, vectors need not be normalised, and $\langle a,b\rangle$, in Lean `star a ⬝ᵥ b`, is conjugate-linear in $a$. The adjoint $B^*$ is `Bᴴ`.

```lean
import Mathlib

open Matrix
open scoped ComplexOrder

namespace TalmanSaddlePoint

noncomputable section

variable {m n : Type*} [Fintype m] [Fintype n] [DecidableEq m] [DecidableEq n]
```

The Hamiltonian $H$ has diagonal blocks $A$, $D$ and coupling $B$.

```lean
/-- The Hamiltonian with upper block `A`, lower block `D` and coupling `B`. -/
def hamiltonian (A : Matrix m m ℂ) (B : Matrix m n ℂ) (D : Matrix n n ℂ) :
    Matrix (m ⊕ n) (m ⊕ n) ℂ := fromBlocks A B Bᴴ D
```

The Rayleigh quotient is $R(x,y)=\mathrm{Re}\langle v,Hv\rangle/\langle v,v\rangle$. The real part makes it a real number before $H$ is known to be Hermitian.

```lean
/-- The Rayleigh quotient `R(x, y)` of the state with upper component `x` and lower
component `y`, for `x` and `y` not both zero. -/
def rayleigh (A : Matrix m m ℂ) (B : Matrix m n ℂ) (D : Matrix n n ℂ)
    (x : m → ℂ) (y : n → ℂ) : ℝ :=
  (star (Sum.elim x y) ⬝ᵥ hamiltonian A B D *ᵥ Sum.elim x y).re /
    (star (Sum.elim x y) ⬝ᵥ Sum.elim x y).re
```

For a real energy $E$, put $K=E-D$. Requiring $K$ to be positive definite (`PosDef`, which includes Hermitian) places $E$ above every level of the lower block.

```lean
/-- The operator `E - D` on the lower components. -/
def gap (D : Matrix n n ℂ) (E : ℝ) : Matrix n n ℂ := (E : ℂ) • 1 - D
```

The balanced lower component of $x$ is $w_x=K^{-1}B^*x$.

```lean
/-- The balanced lower component `(E - D)⁻¹ B* x` belonging to `x`, for `E - D` invertible. -/
def balanced (B : Matrix m n ℂ) (D : Matrix n n ℂ) (E : ℝ) (x : m → ℂ) : n → ℂ :=
  (gap D E)⁻¹ *ᵥ (Bᴴ *ᵥ x)
```

Eliminating the lower component leaves the energy-dependent operator $M=A-E+BK^{-1}B^*$.

```lean
/-- The effective operator `M = A - E + B (E - D)⁻¹ B*` on the upper components,
for `E - D` invertible. -/
def effective (A : Matrix m m ℂ) (B : Matrix m n ℂ) (D : Matrix n n ℂ) (E : ℝ) :
    Matrix m m ℂ := A - (E : ℂ) • 1 + B * (gap D E)⁻¹ * Bᴴ
```

### (a) Equation for the balanced component

For positive definite $K$, show that $Kw_x=B^*x$.

A positive definite matrix is invertible, so $KK^{-1}B^*x=B^*x$.

```lean
variable {A : Matrix m m ℂ} {B : Matrix m n ℂ} {D : Matrix n n ℂ} {E : ℝ}

omit [DecidableEq m] in
/-- The balanced lower component `w` solves `(E - D) w = B* x`. -/
theorem gap_mulVec_balanced (hK : (gap D E).PosDef) (x : m → ℂ) :
    gap D E *ᵥ balanced B D E x = Bᴴ *ᵥ x := by
  have h : IsUnit (gap D E).det := (isUnit_iff_isUnit_det _).mp hK.isUnit
  rw [balanced, mulVec_mulVec, mul_nonsing_inv _ h, one_mulVec]
```

### (b) Action of the Hamiltonian

Show that $H(x,y)=(Ax+By,\;B^*x+Dy)$.

Multiply each block row into the column $(x,y)$.

```lean
omit [DecidableEq m] [DecidableEq n] in
private lemma hamiltonian_mulVec (x : m → ℂ) (y : n → ℂ) :
    hamiltonian A B D *ᵥ Sum.elim x y =
      Sum.elim (A *ᵥ x + B *ᵥ y) (Bᴴ *ᵥ x + D *ᵥ y) := by
  rw [hamiltonian, fromBlocks_mulVec, Sum.elim_comp_inl, Sum.elim_comp_inr]
```

### (c) Inner product of pairs

Show that $\langle(x,y),(a,b)\rangle=\langle x,a\rangle+\langle y,b\rangle$.

The sum over all basis states splits into upper and lower ones.

```lean
omit [DecidableEq m] [DecidableEq n] in
private lemma block_dot (x a : m → ℂ) (y b : n → ℂ) :
    star (Sum.elim x y) ⬝ᵥ Sum.elim a b = star x ⬝ᵥ a + star y ⬝ᵥ b := by
  simp [dotProduct, Fintype.sum_sum_type]
```

### (d) Action of the effective operator

Show that $Mx=Ax-Ex+Bw_x$.

Distribute $M$ over $x$ and recognise $K^{-1}B^*x=w_x$.

```lean
private lemma effective_mulVec (x : m → ℂ) :
    effective A B D E *ᵥ x = A *ᵥ x - (E : ℂ) • x + B *ᵥ balanced B D E x := by
  rw [effective, add_mulVec, sub_mulVec, smul_mulVec, one_mulVec, balanced,
    mulVec_mulVec, mulVec_mulVec, Matrix.mul_assoc]
```

### (e) Completing the square

For positive definite $K$ and $w=w_x$, show that
$$\langle v,Hv\rangle-E\langle v,v\rangle=\langle x,Mx\rangle-\langle y-w,K(y-w)\rangle.$$

By (b) and (c), the left side is
$$\langle x,(A-E)x\rangle+\langle x,By\rangle+\langle y,B^*x\rangle-\langle y,Ky\rangle.$$
Since $K$ is Hermitian, (a) gives $\langle w,Kz\rangle=\langle B^*x,z\rangle=\langle x,Bz\rangle$ for every $z$ (`hw`), and $\langle y,Kw\rangle=\langle y,B^*x\rangle$ (`e2`). Hence
$$\langle y-w,K(y-w)\rangle=\langle y,Ky\rangle-\langle y,B^*x\rangle-\langle x,By\rangle+\langle x,Bw\rangle.$$
Adding the two expressions leaves $\langle x,(A-E)x\rangle+\langle x,Bw\rangle$, which is $\langle x,Mx\rangle$ by (d). In Lean, `ring` collects the terms.

```lean
/-- Completing the square: for `E - D` positive definite and `w` the balanced lower component of
`x`, `⟨v, (H - E) v⟩ = ⟨x, M x⟩ - ⟨y - w, (E - D) (y - w)⟩` for `v = (x, y)`. -/
theorem completing_square (hK : (gap D E).PosDef) (x : m → ℂ) (y : n → ℂ) :
    star (Sum.elim x y) ⬝ᵥ hamiltonian A B D *ᵥ Sum.elim x y
        - (E : ℂ) * (star (Sum.elim x y) ⬝ᵥ Sum.elim x y) =
      star x ⬝ᵥ effective A B D E *ᵥ x
        - star (y - balanced B D E x) ⬝ᵥ gap D E *ᵥ (y - balanced B D E x) := by
  -- move `E - D` onto the balanced component in the left slot
  have hw : ∀ z : n → ℂ,
      star (balanced B D E x) ⬝ᵥ gap D E *ᵥ z = star x ⬝ᵥ B *ᵥ z := by
    intro z
    have h := congrArg star (gap_mulVec_balanced (B := B) hK x)
    rw [star_mulVec, star_mulVec, hK.isHermitian.eq, conjTranspose_conjTranspose] at h
    rw [dotProduct_mulVec, h, ← dotProduct_mulVec]
  have e1 : star y ⬝ᵥ gap D E *ᵥ y = (E : ℂ) * (star y ⬝ᵥ y) - star y ⬝ᵥ D *ᵥ y := by
    rw [gap, sub_mulVec, smul_mulVec, one_mulVec, dotProduct_sub, dotProduct_smul,
      smul_eq_mul]
  have e2 : star y ⬝ᵥ gap D E *ᵥ balanced B D E x = star y ⬝ᵥ Bᴴ *ᵥ x := by
    rw [gap_mulVec_balanced hK]
  rw [hamiltonian_mulVec, block_dot, block_dot, effective_mulVec]
  simp only [dotProduct_add, dotProduct_sub, dotProduct_smul, sub_dotProduct, star_sub,
    mulVec_sub, smul_eq_mul, hw, e1, e2]
  ring
```

### (f) Positive norm

For $x\ne0$, show that $\langle v,v\rangle>0$.

It equals $\sum_k|v_k|^2$, and some upper term is positive.

```lean
omit [DecidableEq m] [DecidableEq n] in
private lemma norm_pos {x : m → ℂ} (hx : x ≠ 0) (y : n → ℂ) :
    0 < (star (Sum.elim x y) ⬝ᵥ Sum.elim x y).re := by
  obtain ⟨i, hi⟩ := Function.ne_iff.mp hx
  have h : (star (Sum.elim x y) ⬝ᵥ Sum.elim x y).re =
      ∑ k, Complex.normSq (Sum.elim x y k) := by
    simp [dotProduct, Complex.normSq_apply]
  rw [h]
  exact Finset.sum_pos' (fun k _ => Complex.normSq_nonneg _)
    ⟨Sum.inl i, Finset.mem_univ _, Complex.normSq_pos.mpr hi⟩
```

### (g) Deviation from $E$

For positive definite $K$ and $x\neq0$, show that
$$R(x,y)-E=\frac{\mathrm{Re}\langle x,Mx\rangle-\mathrm{Re}\langle y-w_x,K(y-w_x)\rangle}{\langle v,v\rangle}.$$

Take real parts in (e) and divide by the norm, which (f) allows.

```lean
/-- For `E - D` positive definite, `x ≠ 0` and `w` the balanced lower component of `x`, `R(x, y) -
E` is the real part of `⟨x, M x⟩ - ⟨y - w, (E - D) (y - w)⟩` divided by the squared norm of `(x,
y)`. -/
theorem rayleigh_sub (hK : (gap D E).PosDef) {x : m → ℂ} (hx : x ≠ 0) (y : n → ℂ) :
    rayleigh A B D x y - E =
      ((star x ⬝ᵥ effective A B D E *ᵥ x).re
        - (star (y - balanced B D E x) ⬝ᵥ gap D E *ᵥ (y - balanced B D E x)).re) /
      (star (Sum.elim x y) ⬝ᵥ Sum.elim x y).re := by
  have h := congrArg Complex.re (completing_square (A := A) (B := B) hK x y)
  simp only [Complex.sub_re, Complex.re_ofReal_mul] at h
  rw [rayleigh, ← h, sub_div, mul_div_cancel_right₀ _ (norm_pos hx y).ne']
```

### (h) A real energy shift

Show that $(E\,1)^*=E\,1$.

Conjugation leaves the real number $E$ unchanged.

```lean
private lemma scalar_herm {k : Type*} [DecidableEq k] (E : ℝ) :
    ((E : ℂ) • (1 : Matrix k k ℂ)).IsHermitian := by
  simp [IsHermitian, conjTranspose_smul]
```

### (i) Eigenvalue and saddle point

Let $K$ be positive definite and $M$ positive semidefinite with $Mx_0=0$, $x_0\ne0$: zero is then the lowest eigenvalue of the effective operator. With $w_0=w_{x_0}$, show that $H$ is Hermitian and
$$H(x_0,w_0)=E(x_0,w_0),\qquad R(x_0,y)\le E\le R(x,w_x)$$
for all $y$ and all $x\neq0$.

- **Hermiticity.** $A=M+E-BK^{-1}B^*$ and $D=E-K$ are Hermitian, and the off-diagonal blocks are adjoints.
- **Eigenvector.** By (d), $Ax_0+Bw_0=Mx_0+Ex_0=Ex_0$. By (a), $B^*x_0+Dw_0=(K+D)w_0=Ew_0$. The vector is nonzero because $x_0$ is.
- **Upper bound.** At $x_0$ the numerator in (g) is $-\langle y-w_0,K(y-w_0)\rangle\le0$.
- **Lower bound.** At $y=w_x$ it is $\langle x,Mx\rangle\ge0$.

The Lean proof treats these in the same order, with nonvanishing as a separate step.

Talman's min-max principle, usually applied to the Dirac operator, reads $E=\min_{x\ne0}\sup_y R(x,y)$. Here it follows from the two bounds: the supremum is at least $R(x,w_x)\ge E$ for every $x\ne0$, and it equals $E$ at $x_0$. The Lean theorem states the bounds, not this formula. In the lower bound $w_x$ varies with $x$; with $w_0$ held fixed the bound can fail. This finite-matrix version bears on one-electron relativistic calculations in an orthonormal basis, where a poor lower component can pull the energy below $E$. The conditions on $K$ and $M$ are assumed, and $w_x$ itself contains the exact $E$.

```lean
/-- Talman saddle point: if `E - D` is positive definite and `M` is positive semidefinite with
`M x₀ = 0`, `x₀ ≠ 0`, then `H` is Hermitian, `E` is an eigenvalue, `R(x₀, y) ≤ E` for all `y`,
and `R(x, (E - D)⁻¹ B* x) ≥ E` for all nonzero `x`. -/
theorem talman_saddle_point (hK : (gap D E).PosDef) (hM : (effective A B D E).PosSemidef)
    {x₀ : m → ℂ} (hx₀ : x₀ ≠ 0) (h₀ : effective A B D E *ᵥ x₀ = 0) :
    (hamiltonian A B D).IsHermitian ∧
    Module.End.HasEigenvector (Matrix.toLin' (hamiltonian A B D)) (E : ℂ)
      (Sum.elim x₀ (balanced B D E x₀)) ∧
    (∀ y, rayleigh A B D x₀ y ≤ E) ∧
    (∀ x, x ≠ 0 → E ≤ rayleigh A B D x (balanced B D E x)) := by
  refine ⟨?_, ⟨?_, ?_⟩, ?_, ?_⟩
  · -- both diagonal blocks are recovered from Hermitian operators
    have hG := isHermitian_mul_mul_conjTranspose B hK.isHermitian.inv
    have hA : A = effective A B D E + (E : ℂ) • 1 - B * (gap D E)⁻¹ * Bᴴ := by
      rw [effective]; abel
    have hD : D = (E : ℂ) • 1 - gap D E := by rw [gap]; abel
    have hA' : A.IsHermitian := by
      rw [hA]; exact (hM.isHermitian.add (scalar_herm E)).sub hG
    have hD' : D.IsHermitian := by
      rw [hD]; exact (scalar_herm E).sub hK.isHermitian
    exact IsHermitian.fromBlocks hA' rfl hD'
  · -- the eigenvalue equation, block by block
    rw [Module.End.mem_eigenspace_iff, Matrix.toLin'_apply, hamiltonian_mulVec]
    rw [effective_mulVec] at h₀
    have h₁ := gap_mulVec_balanced (B := B) hK x₀
    rw [gap, sub_mulVec, smul_mulVec, one_mulVec] at h₁
    have u : A *ᵥ x₀ + B *ᵥ balanced B D E x₀ = (E : ℂ) • x₀ := by
      linear_combination (norm := module) h₀
    have l : Bᴴ *ᵥ x₀ + D *ᵥ balanced B D E x₀ = (E : ℂ) • balanced B D E x₀ := by
      rw [← h₁]; abel
    rw [u, l]
    ext (i | i) <;> simp
  · intro h
    exact hx₀ (funext fun i => congrFun h (Sum.inl i))
  · intro y
    have h := rayleigh_sub (A := A) (B := B) hK hx₀ y
    have hk := (Complex.le_def.mp (hK.posSemidef.dotProduct_mulVec_nonneg
      (y - balanced B D E x₀))).1
    rw [h₀, dotProduct_zero, Complex.zero_re, zero_sub] at h
    rw [Complex.zero_re] at hk
    have := div_nonpos_of_nonpos_of_nonneg (neg_nonpos.mpr hk) (norm_pos hx₀ y).le
    linarith
  · intro x hx
    have h := rayleigh_sub (A := A) (B := B) hK hx (balanced B D E x)
    have hm := (Complex.le_def.mp (hM.dotProduct_mulVec_nonneg x)).1
    rw [sub_self, mulVec_zero, dotProduct_zero, Complex.zero_re, sub_zero] at h
    rw [Complex.zero_re] at hm
    have := div_nonneg hm (norm_pos hx (balanced B D E x)).le
    linarith
```

### (j) Uniqueness of the maximum

For positive definite $K$, $x_0\ne0$ and $Mx_0=0$, show that $R(x_0,y)=E\iff y=w_0$.

By (g), equality means $\langle y-w_0,K(y-w_0)\rangle=0$. Positive definiteness of $K$ then forces $y=w_0$, and the reverse is immediate.

```lean
/-- If `E - D` is positive definite, `x₀ ≠ 0` and `M x₀ = 0`, then `R(x₀, y) = E` exactly when `y`
is the balanced lower component of `x₀`. -/
theorem rayleigh_eq_iff (hK : (gap D E).PosDef) {x₀ : m → ℂ} (hx₀ : x₀ ≠ 0)
    (h₀ : effective A B D E *ᵥ x₀ = 0) (y : n → ℂ) :
    rayleigh A B D x₀ y = E ↔ y = balanced B D E x₀ := by
  have h := rayleigh_sub (A := A) (B := B) hK hx₀ y
  rw [h₀, dotProduct_zero, Complex.zero_re, zero_sub] at h
  constructor
  · intro hy
    by_contra hne
    have hk := (Complex.lt_def.mp (hK.dotProduct_mulVec_pos (sub_ne_zero.mpr hne))).1
    rw [Complex.zero_re] at hk
    have := div_neg_of_neg_of_pos (neg_neg_of_pos hk) (norm_pos hx₀ y)
    linarith
  · intro hy
    rw [hy, sub_self, mulVec_zero, dotProduct_zero, Complex.zero_re, neg_zero,
      zero_div] at h
    rw [hy]
    linarith
```

### (k) From the bounds back to $M$

Let $A$ be Hermitian and $K$ positive definite. Suppose $R(x,w_x)\ge E$ for all $x\ne0$, and $R(x_0,w_0)\le E$ for some $x_0\neq0$. Show that $M\ge0$ and $Mx_0=0$.

$M$ is Hermitian, so its quadratic form is real. For $x\ne0$, (g) gives
$$\langle x,Mx\rangle=(R(x,w_x)-E)\,\langle(x,w_x),(x,w_x)\rangle\ge0.$$
At $x_0$ the two bounds make this zero. Thus $\|M^{1/2}x_0\|^2=0$, and $Mx_0=0$.

```lean
/-- Converse: for Hermitian `A` and positive definite `E - D`, if `R(x, (E - D)⁻¹ B* x) ≥ E` for all
nonzero `x`, and `≤ E` at some nonzero `x₀`, then `M` is positive semidefinite and `M x₀ = 0`. -/
theorem effective_of_saddle (hA : A.IsHermitian) (hK : (gap D E).PosDef)
    (hlow : ∀ x, x ≠ 0 → E ≤ rayleigh A B D x (balanced B D E x))
    {x₀ : m → ℂ} (hx₀ : x₀ ≠ 0) (hup : rayleigh A B D x₀ (balanced B D E x₀) ≤ E) :
    (effective A B D E).PosSemidef ∧ effective A B D E *ᵥ x₀ = 0 := by
  have hH : (effective A B D E).IsHermitian :=
    (hA.sub (scalar_herm E)).add (isHermitian_mul_mul_conjTranspose B hK.isHermitian.inv)
  -- the quadratic form of `M` is real
  have him : ∀ x, (star x ⬝ᵥ effective A B D E *ᵥ x).im = 0 := by
    intro x
    have hs : star (star x ⬝ᵥ effective A B D E *ᵥ x) =
        star x ⬝ᵥ effective A B D E *ᵥ x := by
      conv_rhs => rw [Matrix.star_dotProduct, star_mulVec, hH.eq, ← dotProduct_mulVec]
    exact Complex.conj_eq_iff_im.mp hs
  -- and it is the deviation of `R` from `E` times the squared norm
  have hre : ∀ x, x ≠ 0 → (star x ⬝ᵥ effective A B D E *ᵥ x).re =
      (rayleigh A B D x (balanced B D E x) - E) *
        (star (Sum.elim x (balanced B D E x)) ⬝ᵥ Sum.elim x (balanced B D E x)).re := by
    intro x hx
    rw [rayleigh_sub hK hx, div_mul_cancel₀ _ (norm_pos hx _).ne', sub_self, mulVec_zero,
      dotProduct_zero, Complex.zero_re, sub_zero]
  have hM : (effective A B D E).PosSemidef := by
    refine PosSemidef.of_dotProduct_mulVec_nonneg hH fun x => ?_
    by_cases hx : x = 0
    · simp [hx]
    · refine Complex.le_def.mpr ⟨?_, (him x).symm⟩
      rw [hre x hx]
      exact mul_nonneg (sub_nonneg.mpr (hlow x hx)) (norm_pos hx _).le
  refine ⟨hM, (hM.dotProduct_mulVec_zero_iff x₀).mp (Complex.ext ?_ (him x₀))⟩
  rw [hre x₀ hx₀, le_antisymm hup (hlow x₀ hx₀), sub_self, zero_mul, Complex.zero_re]
```

### (l) A three-level instance

Take $A=\mathrm{diag}(0,2)$, $B=(1,0)^T$, $D=0$, $E=1$ and $x_0=(1,0)$. Verify the hypotheses of (i) by showing that $K=1$ and $M=\mathrm{diag}(0,1)$.

Here $K=1-0=1$ and $BK^{-1}B^*=\mathrm{diag}(1,0)$, so $M=\mathrm{diag}(0-1+1,\;2-1+0)$. This is positive semidefinite and annihilates $x_0$.

Since $w_0=1$, a normalised eigenvector is $(1,0,1)/\sqrt2$. Numerically, $R(x_0,0)=0$ lies below $E=1$, while $x=(1,1)$ has $w_x=1$ and $R(x,w_x)=4/3$, above it.

```lean
/-- The three-level system with upper energies `0` and `2`, lower energy `0` and unit coupling of
the first upper level to the lower one meets the hypotheses of `talman_saddle_point` at `E = 1`, `x₀
= (1, 0)`. -/
theorem talman_saddle_point_witness :
    (gap (0 : Matrix (Fin 1) (Fin 1) ℂ) 1).PosDef ∧
    (effective !![0, 0; 0, 2] !![1; 0] (0 : Matrix (Fin 1) (Fin 1) ℂ) 1).PosSemidef ∧
    (![1, 0] : Fin 2 → ℂ) ≠ 0 ∧
    effective !![0, 0; 0, 2] !![1; 0] (0 : Matrix (Fin 1) (Fin 1) ℂ) 1 *ᵥ ![1, 0] = 0 := by
  have hg : gap (0 : Matrix (Fin 1) (Fin 1) ℂ) 1 = 1 := by simp [gap]
  have he : effective !![0, 0; 0, 2] !![1; 0] (0 : Matrix (Fin 1) (Fin 1) ℂ) 1 =
      diagonal ![0, 1] := by
    rw [effective, hg, inv_one, Matrix.mul_one]
    ext i j
    fin_cases i <;> fin_cases j <;>
      norm_num [Matrix.mul_apply, Matrix.vecMul, dotProduct, conjTranspose_apply]
  rw [hg, he]
  refine ⟨PosDef.one, PosSemidef.diagonal ?_, ?_, ?_⟩
  · intro i
    fin_cases i <;> simp
  · intro h
    simpa using congrFun h 0
  · ext i
    fin_cases i <;> simp [mulVec_diagonal]

end

end TalmanSaddlePoint
```

```lean
#print axioms TalmanSaddlePoint.talman_saddle_point
#print axioms TalmanSaddlePoint.rayleigh_eq_iff
#print axioms TalmanSaddlePoint.effective_of_saddle
```

```
'TalmanSaddlePoint.talman_saddle_point' depends on axioms: [propext, Classical.choice, Quot.sound]
'TalmanSaddlePoint.rayleigh_eq_iff' depends on axioms: [propext, Classical.choice, Quot.sound]
'TalmanSaddlePoint.effective_of_saddle' depends on axioms: [propext, Classical.choice, Quot.sound]
```
